# The total spin S² of n spins-1/2 is a constant plus a sum of pair exchanges

A code that applies $S^2$ by swapping spins goes wrong if its constant or its pair count is off. Let the sum run over ordered pairs, so that each exchange is counted twice, and the two-electron triplet comes out with $S^2 = 3$ and the singlet with $-1$, where the correct values are 2 and 0. The Dirac identity fixes both the constant and the count. In units with $\hbar = 1$, for $n$ electrons with spin vectors $\mathbf s_i$ and total spin $\mathbf S = \sum_i \mathbf s_i$,

$$S^2 = \frac{n(4-n)}{4} + \sum_{i<j} P_{ij}, \qquad P_{ij} = \tfrac12 + 2\,\mathbf s_i\cdot\mathbf s_j .$$

It holds whenever $\mathbf s_i\cdot\mathbf s_i = 3/4$ and equal components of different electrons commute.

## Applying S² by swapping bits

In exact diagonalisation of a finite spin-1/2 model, a wavefunction is an array of amplitudes over up/down configurations. There $P_{ij}$ swaps two bits, so $S^2$ needs only real coefficients and $n(n-1)/2$ swaps per amplitude. In a spin-only model with one exchange constant $J>0$ for all pairs, the energy $-J\sum_{i<j}P_{ij}$ depends on $S^2$ alone and is lowest for the highest total spin, as in Hund's first rule.

## From the double sum to the swap

Number the electrons $i = 0,\dots,n-1$. Expanding the square component by component gives

$$S^2 = \sum_{i,j}\mathbf s_i\cdot\mathbf s_j = \sum_i \mathbf s_i\cdot\mathbf s_i + 2\sum_{i<j}\mathbf s_i\cdot\mathbf s_j ,$$

because $\mathbf s_i\cdot\mathbf s_j = \mathbf s_j\cdot\mathbf s_i$ for $i\neq j$. The diagonal contributes $3n/4$. In the second sum, $2\,\mathbf s_i\cdot\mathbf s_j = P_{ij} - \tfrac12$, and there are $n(n-1)/2$ pairs, so

$$S^2 = \frac{3n}{4} - \frac{n(n-1)}{4} + \sum_{i<j}P_{ij} = \frac{n(4-n)}{4} + \sum_{i<j}P_{ij}.$$

To see that $P_{ij}$ is a swap, take a wavefunction $\psi(\sigma)$, where $\sigma$ assigns up or down to each electron. Let $\varepsilon_i = \pm1$ be the sign of spin $i$ in $\sigma$, and let $\sigma^{i}$ be $\sigma$ with spin $i$ reversed. Half the Pauli matrices act as

$$(s_{i,x}\psi)(\sigma) = \tfrac12\psi(\sigma^i),\quad (s_{i,y}\psi)(\sigma) = -\tfrac{\mathrm i}{2}\varepsilon_i\psi(\sigma^i),\quad (s_{i,z}\psi)(\sigma) = \tfrac12\varepsilon_i\psi(\sigma).$$

Each component squares to $1/4$; for $y$, the second application sees the reversed sign, giving $(-\mathrm i/2)^2\varepsilon_i(-\varepsilon_i) = 1/4$. Hence $\mathbf s_i\cdot\mathbf s_i = 3/4$. For $i\ne j$, reversing one spin leaves the other's sign alone and the two reversals commute, so equal components commute. With $\sigma^{ij}$ for both spins reversed, adding the three products gives

$$(\mathbf s_i\cdot\mathbf s_j\,\psi)(\sigma) = \tfrac14(1-\varepsilon_i\varepsilon_j)\,\psi(\sigma^{ij}) + \tfrac14\varepsilon_i\varepsilon_j\,\psi(\sigma),$$

$$(P_{ij}\psi)(\sigma) = \tfrac12(1+\varepsilon_i\varepsilon_j)\,\psi(\sigma) + \tfrac12(1-\varepsilon_i\varepsilon_j)\,\psi(\sigma^{ij}).$$

For equal spins this is $\psi(\sigma)$, and swapping them changes nothing. For opposite spins it is $\psi(\sigma^{ij})$, and reversing both is the same as swapping them.

If $\psi$ is unchanged by every swap, each $P_{ij}$ acts as 1, and

$$S^2\psi = \left[\frac{n(4-n)}{4} + \frac{n(n-1)}{2}\right]\psi = \frac n2\left(\frac n2+1\right)\psi .$$

## The Lean file

```lean
import Mathlib

open Finset

namespace DiracSpinExchange

noncomputable section

/-- The sum of `f i j` over all pairs of electrons with `i < j`. -/
def pairSum {n : ℕ} {M : Type*} [AddCommMonoid M] (f : Fin n → Fin n → M) : M :=
  ∑ i, ∑ j, if i < j then f i j else 0

/-- The scalar product `s_i · s_j` of the spin vectors of two electrons. -/
def spinDot {n : ℕ} {A : Type*} [Ring A] (s : Fin n → Fin 3 → A) (i j : Fin n) : A :=
  ∑ a, s i a * s j a

/-- The square `S²` of the total spin vector `S = ∑ s_i`. -/
def totalSpinSq {n : ℕ} {A : Type*} [Ring A] (s : Fin n → Fin 3 → A) : A :=
  ∑ a, (∑ i, s i a) * (∑ j, s j a)

/-- The algebra element `P_ij = 1/2 + 2 s_i · s_j`, for any family `s` of three-component vectors.
-/
def exchange (K : Type*) {n : ℕ} {A : Type*} [Field K] [Ring A] [Algebra K A]
    (s : Fin n → Fin 3 → A) (i j : Fin n) : A :=
  (1 / 2 : K) • (1 : A) + (2 : K) • spinDot s i j

/-- A symmetric double sum over electrons is its diagonal part plus twice the sum over pairs. -/
theorem sum_eq_diag_add_pairs {n : ℕ} {M : Type*} [AddCommMonoid M]
    (f : Fin n → Fin n → M) (hf : ∀ i j, i ≠ j → f i j = f j i) :
    ∑ i, ∑ j, f i j = (∑ i, f i i) + 2 • pairSum f := by
  have h : ∀ i j, f i j = (if i = j then f i i else 0) + (if i < j then f i j else 0)
      + (if j < i then f j i else 0) := by
    intro i j
    rcases lt_trichotomy i j with h | h | h
    · simp [h, h.ne, lt_asymm h]
    · subst h
      simp
    · simp [h, h.ne', lt_asymm h, hf i j h.ne']
  -- the part below the diagonal equals the part above it
  have hc : (∑ i, ∑ j, if j < i then f j i else 0) = pairSum f := Finset.sum_comm
  calc ∑ i, ∑ j, f i j
      = ∑ i, ∑ j, ((if i = j then f i i else 0) + (if i < j then f i j else 0)
          + (if j < i then f j i else 0)) :=
        Finset.sum_congr rfl fun i _ => Finset.sum_congr rfl fun j _ => h i j
    _ = (∑ i, f i i) + 2 • pairSum f := by
        simp only [Finset.sum_add_distrib]
        rw [hc, two_nsmul, ← add_assoc]
        simp only [Finset.sum_ite_eq, Finset.mem_univ, if_true, pairSum]

/-- A constant summed over all pairs of `n` electrons is `n(n-1)/2` times that constant. -/
theorem pairSum_const {K : Type*} [Field K] [CharZero K] (n : ℕ) (c : K) :
    pairSum (fun _ _ : Fin n => c) = (n : K) * (n - 1) / 2 * c := by
  have h := sum_eq_diag_add_pairs (fun _ _ : Fin n => c) (fun _ _ _ => rfl)
  generalize pairSum (fun _ _ : Fin n => c) = p at h ⊢
  simp only [Finset.sum_const, Finset.card_univ, Fintype.card_fin, nsmul_eq_mul,
    Nat.cast_ofNat] at h
  linear_combination (-1 / 2 : K) * h

/-- **Dirac identity**: for `n` spins with `s_i · s_i = 3/4` whose equal components commute
between different electrons, `S² = n(4-n)/4 + ∑_{i<j} P_ij`. -/
theorem dirac_identity {K A : Type*} [Field K] [CharZero K] [Ring A] [Algebra K A] {n : ℕ}
    (s : Fin n → Fin 3 → A) (hsq : ∀ i, spinDot s i i = (3 / 4 : K) • (1 : A))
    (hcomm : ∀ i j a, i ≠ j → s i a * s j a = s j a * s i a) :
    totalSpinSq s = ((n : K) * (4 - n) / 4) • (1 : A) + pairSum (exchange K s) := by
  -- the square of the total spin is a double sum of scalar products
  have hS : totalSpinSq s = ∑ i, ∑ j, spinDot s i j := by
    simp only [totalSpinSq, spinDot, Finset.sum_mul_sum]
    exact Finset.sum_comm.trans (Finset.sum_congr rfl fun i _ => Finset.sum_comm)
  have hdiag : ∑ i, spinDot s i i = ((n : K) * (3 / 4)) • (1 : A) := by
    simp only [hsq, Finset.sum_const, Finset.card_univ, Fintype.card_fin]
    rw [← Nat.cast_smul_eq_nsmul K, smul_smul]
  have hP : pairSum (exchange K s)
      = pairSum (fun _ _ : Fin n => (1 / 2 : K)) • (1 : A) + (2 : K) • pairSum (spinDot s) := by
    simp only [pairSum, Finset.sum_smul, Finset.smul_sum, ← Finset.sum_add_distrib]
    refine Finset.sum_congr rfl fun i _ => Finset.sum_congr rfl fun j _ => ?_
    split_ifs <;> simp [exchange]
  rw [hS, sum_eq_diag_add_pairs (spinDot s)
    (fun i j hij => Finset.sum_congr rfl fun a _ => hcomm i j a hij), hdiag, hP, pairSum_const]
  module

/-- Spin wavefunctions of `n` electrons: an amplitude for each assignment of up (`true`) or
down (`false`) to the electrons. -/
abbrev SpinState (n : ℕ) := (Fin n → Bool) → ℂ

/-- The configuration `σ` with the spin of electron `i` reversed. -/
def flipAt {n : ℕ} (i : Fin n) (σ : Fin n → Bool) : Fin n → Bool :=
  fun k => if k = i then !σ k else σ k

/-- The sign `+1` for spin up and `-1` for spin down. -/
def sgn (b : Bool) : ℂ := if b then 1 else -1

/-- The operator `(O ψ)(σ) = c(σ) ψ(τ σ)` on spin wavefunctions. -/
def weighted {n : ℕ} (c : (Fin n → Bool) → ℂ) (τ : (Fin n → Bool) → (Fin n → Bool)) :
    Module.End ℂ (SpinState n) where
  toFun ψ σ := c σ * ψ (τ σ)
  map_add' ψ φ := funext fun σ => by
    simp only [Pi.add_apply]
    ring
  map_smul' k ψ := funext fun σ => by
    simp only [Pi.smul_apply, smul_eq_mul, RingHom.id_apply]
    ring

/-- The spin-1/2 operators `s_x, s_y, s_z` (half the Pauli matrices) of electron `i`. -/
def spinHalf (n : ℕ) (i : Fin n) : Fin 3 → Module.End ℂ (SpinState n) :=
  ![weighted (fun _ => 1 / 2) (flipAt i),
    weighted (fun σ => -(Complex.I / 2) * sgn (σ i)) (flipAt i),
    weighted (fun σ => sgn (σ i) / 2) id]

/-- The action of `s_i · s_j` on a spin wavefunction, written out in components. -/
theorem spinDot_apply {n : ℕ} (i j : Fin n) (ψ : SpinState n) (σ : Fin n → Bool) :
    spinDot (spinHalf n) i j ψ σ = 1 / 2 * (1 / 2 * ψ (flipAt j (flipAt i σ)))
      + -(Complex.I / 2) * sgn (σ i) *
        (-(Complex.I / 2) * sgn (flipAt i σ j) * ψ (flipAt j (flipAt i σ)))
      + sgn (σ i) / 2 * (sgn (σ j) / 2 * ψ σ) := by
  simp only [spinDot, Fin.sum_univ_three, LinearMap.add_apply, Pi.add_apply,
    Module.End.mul_apply]
  rfl

/-- The spin-1/2 operators of `n` electrons satisfy both hypotheses of the Dirac identity. -/
theorem spinHalf_witness (n : ℕ) :
    (∀ i, spinDot (spinHalf n) i i = (3 / 4 : ℂ) • (1 : Module.End ℂ (SpinState n))) ∧
    (∀ i j a, i ≠ j →
      spinHalf n i a * spinHalf n j a = spinHalf n j a * spinHalf n i a) := by
  constructor
  · intro i
    refine LinearMap.ext fun ψ => funext fun σ => ?_
    have hff : flipAt i (flipAt i σ) = σ := by
      funext k
      by_cases h : k = i <;> simp [flipAt, h]
    have hf : flipAt i σ i = !σ i := by simp [flipAt]
    have hs : sgn (!σ i) = -sgn (σ i) := by cases σ i <;> simp [sgn]
    have hq : sgn (σ i) * sgn (σ i) = 1 := by cases σ i <;> simp [sgn]
    rw [spinDot_apply, hff, hf, hs]
    show _ = (3 / 4 : ℂ) * ψ σ
    linear_combination (ψ σ / 2) * hq - (sgn (σ i) * sgn (σ i) * ψ σ / 4) * Complex.I_sq
  · intro i j a hij
    refine LinearMap.ext fun ψ => funext fun σ => ?_
    have hc : flipAt j (flipAt i σ) = flipAt i (flipAt j σ) := by
      funext k
      simp only [flipAt]
      split_ifs <;> rfl
    have hj : flipAt i σ j = σ j := by simp [flipAt, hij.symm]
    have hi : flipAt j σ i = σ i := by simp [flipAt, hij]
    fin_cases a
    · show (1 / 2 : ℂ) * (1 / 2 * ψ (flipAt j (flipAt i σ)))
        = 1 / 2 * (1 / 2 * ψ (flipAt i (flipAt j σ)))
      rw [hc]
    · show -(Complex.I / 2) * sgn (σ i) *
          (-(Complex.I / 2) * sgn (flipAt i σ j) * ψ (flipAt j (flipAt i σ)))
        = -(Complex.I / 2) * sgn (σ j) *
          (-(Complex.I / 2) * sgn (flipAt j σ i) * ψ (flipAt i (flipAt j σ)))
      rw [hc, hi, hj]
      ring
    · show sgn (σ i) / 2 * (sgn (σ j) / 2 * ψ σ) = sgn (σ j) / 2 * (sgn (σ i) / 2 * ψ σ)
      ring

/-- For two different electrons, `P_ij` exchanges their spins in the wavefunction. -/
theorem exchange_apply {n : ℕ} {i j : Fin n} (hij : i ≠ j) (ψ : SpinState n)
    (σ : Fin n → Bool) :
    exchange ℂ (spinHalf n) i j ψ σ = ψ (σ ∘ Equiv.swap i j) := by
  have hP : exchange ℂ (spinHalf n) i j ψ σ
      = 1 / 2 * ψ σ + 2 * spinDot (spinHalf n) i j ψ σ := rfl
  have hj : flipAt i σ j = σ j := by simp [flipAt, hij.symm]
  rw [hP, spinDot_apply, hj]
  by_cases h : σ i = σ j
  · -- equal spins: the exchange changes nothing
    have hsw : σ ∘ Equiv.swap i j = σ := by
      funext k
      rcases eq_or_ne k i with rfl | hi
      · simp [h]
      rcases eq_or_ne k j with rfl | hk
      · simp [h]
      · simp [Equiv.swap_apply_of_ne_of_ne hi hk]
    have hq : sgn (σ i) * sgn (σ j) = 1 := by
      rw [h]
      cases σ j <;> simp [sgn]
    rw [hsw]
    linear_combination (ψ σ / 2 - ψ (flipAt j (flipAt i σ)) / 2) * hq
      + (sgn (σ i) * sgn (σ j) * ψ (flipAt j (flipAt i σ)) / 2) * Complex.I_sq
  · -- opposite spins: the exchange reverses both
    have hb : (!σ i) = σ j := by
      revert h
      cases σ i <;> cases σ j <;> simp
    have hb' : (!σ j) = σ i := by
      revert h
      cases σ i <;> cases σ j <;> simp
    have hsw : σ ∘ Equiv.swap i j = flipAt j (flipAt i σ) := by
      symm
      funext k
      rcases eq_or_ne k i with rfl | hi
      · simpa [flipAt, hij] using hb
      rcases eq_or_ne k j with rfl | hk
      · simpa [flipAt, hi] using hb'
      · simp [flipAt, hi, hk, Equiv.swap_apply_of_ne_of_ne hi hk]
    have hq : sgn (σ i) * sgn (σ j) = -1 := by
      revert h
      cases σ i <;> cases σ j <;> simp [sgn]
    rw [hsw]
    linear_combination (ψ σ / 2 - ψ (flipAt j (flipAt i σ)) / 2) * hq
      + (sgn (σ i) * sgn (σ j) * ψ (flipAt j (flipAt i σ)) / 2) * Complex.I_sq

/-- On spin wavefunctions, `S²` is the constant `n(4-n)/4` plus the sum of all
transpositions of two spins. -/
theorem totalSpinSq_apply {n : ℕ} (ψ : SpinState n) (σ : Fin n → Bool) :
    totalSpinSq (spinHalf n) ψ σ
      = (n : ℂ) * (4 - n) / 4 * ψ σ + pairSum (fun i j => ψ (σ ∘ Equiv.swap i j)) := by
  rw [dirac_identity (K := ℂ) (spinHalf n) (spinHalf_witness n).1 (spinHalf_witness n).2]
  simp only [LinearMap.add_apply, LinearMap.smul_apply, Module.End.one_apply, Pi.add_apply,
    Pi.smul_apply, smul_eq_mul, pairSum, LinearMap.sum_apply, Finset.sum_apply]
  congr 1
  refine Finset.sum_congr rfl fun i _ => Finset.sum_congr rfl fun j _ => ?_
  split_ifs with h
  · exact exchange_apply h.ne ψ σ
  · rfl

/-- A spin wavefunction unchanged by every transposition of two spins satisfies
`S² ψ = (n/2)(n/2 + 1) ψ`. -/
theorem totalSpinSq_of_symmetric {n : ℕ} (ψ : SpinState n)
    (hψ : ∀ i j σ, ψ (σ ∘ Equiv.swap i j) = ψ σ) :
    totalSpinSq (spinHalf n) ψ = ((n : ℂ) / 2 * (n / 2 + 1)) • ψ := by
  funext σ
  rw [totalSpinSq_apply]
  simp only [hψ]
  rw [pairSum_const]
  show _ = ((n : ℂ) / 2 * (n / 2 + 1)) * ψ σ
  ring

end

end DiracSpinExchange
```

```lean
#print axioms DiracSpinExchange.totalSpinSq_apply
#print axioms DiracSpinExchange.totalSpinSq_of_symmetric
```

```
'DiracSpinExchange.totalSpinSq_apply' depends on axioms: [propext, Classical.choice, Quot.sound]
'DiracSpinExchange.totalSpinSq_of_symmetric' depends on axioms: [propext, Classical.choice, Quot.sound]
```

## Which spins the theorems cover

In `dirac_identity`, `K` is any field of characteristic zero, the rationals included, and `A` is any algebra over it, commutative or not. The family `s : Fin n → Fin 3 → A` gives each electron three components. The hypothesis `hsq` gives $\mathbf s_i\cdot\mathbf s_i$ its spin-1/2 value $\tfrac12(\tfrac12+1) = \tfrac34$. The hypothesis `hcomm` asks that equal components of different electrons commute. This holds for independent spins, where every component of one electron's spin commutes with every component of another's, but it is weaker than independence.

The angular momentum commutation relations are not assumed. Ordinary real vectors of length $\sqrt3/2$ therefore satisfy the hypotheses too, and for them $P_{ij}$ is a number between $-1$ and 2. So the two hypotheses alone do not make $P_{ij}$ a swap. For the concrete operators `spinHalf`, `spinHalf_witness` proves both hypotheses for every $n$, and `exchange_apply` shows that $P_{ij}$ swaps the spins of two different electrons. The condition $i\neq j$ matters in a loop, since the formula for $P_{ii}$ gives 2, while swapping a bit with itself gives 1.

`totalSpinSq_apply` is the form a code would implement, and `totalSpinSq_of_symmetric` supplies a test value for it. Neither requires a normalised $\psi$. The model has spin only: there are no orbitals, no antisymmetry of the full electronic wavefunction and no Hamiltonian. The theorems concern exact numbers, so rounding and the correctness of a particular program remain to be tested.

## How the Lean proof follows the algebra

`sum_eq_diag_add_pairs` splits a symmetric double sum into its diagonal and two triangles, and `Finset.sum_comm` turns the lower triangle into the upper one. Applied to a constant, it yields the pair count in `pairSum_const`. Inside `dirac_identity`, `hS` expands the square, `hdiag` evaluates the diagonal and `hP` separates the halves from the scalar products; `module` then collects the coefficients.

`spinDot_apply` writes out the three products of components. `exchange_apply` distinguishes equal from opposite spins, and in each case `linear_combination` uses $\varepsilon_i\varepsilon_j = \pm1$ and $\mathrm i^2 = -1$. The last two theorems insert the swap into the identity and then count pairs for a symmetric $\psi$.

## Starting from Kronecker products

The spins could also have been defined from the start as half the Pauli matrices, with those of electron $i$ acting on its own factor of an $n$-fold tensor product of $\mathbb C^2$. That would match codes that build operators from Kronecker products, and $P_{ij}$ would permute tensor factors. The two hypotheses would become computations about those matrices, and the identity would be stated for this one representation over $\mathbb C$ instead of for every algebra that satisfies them.
